# Powers of \(e^{-itA}\) and powers of a Hermitian matrix \(A\) span the same Krylov space if \(t>0\), the spectrum lies in \([a,b]\) and \(t(b-a)<2\pi\)

## Can a long time step lose part of the Krylov space?

Before a real-time quantum Krylov calculation I choose the time step \(t\) from a bound on the spectral range of the Hamiltonian. The basis then consists of \(v, Uv, U^2v,\dots\) with \(U=e^{-itA}\), where a classical Krylov method would use \(v, Av, A^2v,\dots\)

What bothers me is that \(U\) only knows energies through phases, and phases wrap around. With a long step, could the evolved states miss directions that the powers of \(A\) would reach? And is a bound on the spectral range enough to rule that out?

## Only if two different energies share a phase

Yes, a long step can lose directions, and yes, the bound is enough. If all eigenvalues of \(A\) lie in \([a,b]\), \(t>0\) and \(t(b-a)<2\pi\), the two full spaces are equal for every starting vector. Here \(\hbar=1\), and \(A\) is the finite Hermitian matrix usually called \(H\).

Let the \(u_i\) form an orthonormal basis of eigenvectors, with \(Au_i=E_iu_i\). Then \(Uu_i=z_iu_i\) with \(z_i=e^{-itE_i}\). Write \(K(M,v)\) for the span of all \(M^kv\), \(k\ge 0\). It contains \(p(M)v\) for every polynomial \(p\). So if \(N=p(M)\), then \(N^kv=p(M)^kv\) lies in \(K(M,v)\), and \(K(N,v)\subseteq K(M,v)\).

**From \(A\) to \(U\).** Equal energies have equal phases, so some polynomial \(q\) satisfies \(q(E_i)=z_i\) for all \(i\). Then \(q(A)\) and \(U\) agree on every \(u_i\), so \(U=q(A)\) and \(K(U,v)\subseteq K(A,v)\), whatever \(t\) is.

**From \(U\) to \(A\).** Now we need \(p(z_i)=E_i\), which is consistent only if equal phases imply equal energies. In that case Lagrange interpolation over the distinct phases \(\zeta\), with energies \(E_\zeta\), gives
\[
p(z)=\sum_{\zeta}E_\zeta\prod_{\eta\neq\zeta}\frac{z-\eta}{\zeta-\eta},\qquad A=p(U),
\]
and hence \(K(A,v)\subseteq K(U,v)\).

**The window.** If \(z_i=z_j\), then \(t(E_j-E_i)=2\pi m\) for an integer \(m\). But \(|t(E_j-E_i)|\le t(b-a)<2\pi\), so \(m=0\), and \(t>0\) gives \(E_i=E_j\).

**When phases do coincide.** Suppose \(z_i=z_j\) with \(E_i\ne E_j\), and take \(x=(u_i+u_j)/\sqrt2\). Then \(Ux=z_ix\), so \(K(U,x)\) is the line through \(x\). But \(Ax=(E_iu_i+E_ju_j)/\sqrt2\) is not on that line, so the spaces differ.

### Three levels with energies 0, 1 and 3

Take \(A=\mathrm{diag}(0,1,3)\), so the window requires \(t<2\pi/3\). At \(t=\pi/2\) the phases are \(1,-i,i\). Solving \(p(1)=0\), \(p(-i)=1\), \(p(i)=3\) gives
\[
A=\left(1+\tfrac i2\right)I-iU+\left(-1+\tfrac i2\right)U^2 .
\]
At \(t=2\pi/3\) the energies 0 and 3 both have phase 1. For \(x=(1,0,1)/\sqrt2\) we get \(Ux=x\), while \(Ax=(0,0,3)/\sqrt2\): one dimension against two.

### What the Lean theorems say

In `krylov_evolution_eq`, `A` is a complex matrix over a finite index type `n`, and `hA` says that it is Hermitian. The real numbers `hA.eigenvalues i` are its energies, repeated according to multiplicity. The hypothesis `hab` puts them in \([a,b]\), and `hwin` is the condition on the time step. `evolution A t` is the exact matrix exponential, with no Trotter splitting, and `phase t E` is \(e^{-itE}\). The vector `v` is arbitrary and need not be normalised. The conclusion is an equality of complex subspaces.

`krylov_evolution_eq_iff` gives the exact criterion: equality for every `v` holds precisely when equal phases imply equal eigenvalues. The window is therefore sufficient but not necessary. `exists_krylov_ne_of_full_turn` shows that the spaces differ for some `v` once \(t(E-E')=2\pi\) for two eigenvalues, so the strict inequality in the window cannot be weakened to \(\le\).

Note that `krylov M v` uses all powers, whereas a textbook Krylov space usually has a fixed order. This is one gap between the theorem and a real calculation, besides errors in the evolution and noise: you keep only a few vectors, and truncated spaces can differ. In the example at \(t=\pi/2\), with \(v=(1,1,1)/\sqrt3\), the span of \(v,Uv\) is not the span of \(v,Av\). For a finite-dimensional Hamiltonian and exact evolution, then, the result says that a step inside the window loses no direction in the full space; it does not say how fast energies converge.

### From eigenvectors to the Lean proof

- `aeval_mulVec_mem_krylov` puts \(p(M)v\) in the Krylov space, by induction on the polynomial.
- `aeval_mul_eigenvectors` shows that \(p(M)\) acts on eigenvectors through \(p(d_i)\), where \(d_i\) are the eigenvalues of \(M\). The eigenvectors are the columns of `P`.
- `krylov_le_of_common_eigenvectors` is the interpolation step. It finds \(p\), cancels the invertible `P` to get \(N=p(M)\), and deduces the inclusion.
- `exists_common_eigenvectors` supplies `P` for both \(A\) and \(U\), by taking the exponential in the eigenbasis.
- `krylov_evolution_eq_iff` uses the interpolation step in both directions. For the converse, `P *ᵥ w` is the unnormalised \(u_i+u_j\); comparing components `i` and `j` forces the energies to be equal.
- `krylov_evolution_eq` extracts the integer \(m\) from the equal exponentials, bounds it strictly between \(-1\) and \(1\), and concludes that it is zero.
- `exists_krylov_ne_of_full_turn` feeds a phase difference of one full turn into the criterion and reaches a contradiction.

```lean
import Mathlib

open Matrix Polynomial

namespace RealTimeKrylov

noncomputable section

variable {n : Type*} [Fintype n] [DecidableEq n]

/-- The propagator `exp(-itA)` generated by the matrix `A` over the time `t`. -/
def evolution (A : Matrix n n ℂ) (t : ℝ) : Matrix n n ℂ :=
  NormedSpace.exp ((-(Complex.I * t)) • A)

/-- The phase `exp(-itE)` acquired at energy `E` over the time `t`. -/
def phase (t E : ℝ) : ℂ := Complex.exp (-(Complex.I * t) * E)

/-- The Krylov space of `M` and `v`: the complex span of all `M^k v`, `k ≥ 0`. -/
def krylov (M : Matrix n n ℂ) (v : n → ℂ) : Submodule ℂ (n → ℂ) :=
  Submodule.span ℂ (Set.range fun k : ℕ => M ^ k *ᵥ v)

/-- Every polynomial in `M` applied to `v` lies in the Krylov space of `M` and `v`. -/
theorem aeval_mulVec_mem_krylov (M : Matrix n n ℂ) (v : n → ℂ) (p : ℂ[X]) :
    aeval M p *ᵥ v ∈ krylov M v := by
  induction p using Polynomial.induction_on' with
  | add p q hp hq =>
    rw [map_add, Matrix.add_mulVec]
    exact Submodule.add_mem _ hp hq
  | monomial k a =>
    rw [aeval_monomial, ← Algebra.smul_def, Matrix.smul_mulVec]
    exact Submodule.smul_mem _ _ (Submodule.subset_span ⟨k, rfl⟩)

/-- If the columns of `P` are eigenvectors of `M` with eigenvalues `d i`, they are eigenvectors
of the polynomial `p(M)` with eigenvalues `p(d i)`. -/
theorem aeval_mul_eigenvectors {M P : Matrix n n ℂ} {d : n → ℂ}
    (h : M * P = P * diagonal d) (p : ℂ[X]) :
    aeval M p * P = P * diagonal (fun i => p.eval (d i)) := by
  have hpow : ∀ k : ℕ, M ^ k * P = P * diagonal (fun i => d i ^ k) := by
    intro k
    induction k with
    | zero => simp
    | succ k ih =>
      rw [pow_succ', Matrix.mul_assoc, ih, ← Matrix.mul_assoc, h, Matrix.mul_assoc,
        Matrix.diagonal_mul_diagonal]
      simp only [pow_succ']
  induction p using Polynomial.induction_on' with
  | add p q hp hq =>
    rw [map_add, Matrix.add_mul, hp, hq, ← Matrix.mul_add, Matrix.diagonal_add]
    simp only [eval_add]
  | monomial k a =>
    rw [aeval_monomial, ← Algebra.smul_def, Matrix.smul_mul, hpow]
    ext i j
    simp only [Matrix.smul_apply, Matrix.mul_diagonal, smul_eq_mul, eval_monomial]
    ring

/-- Let `M` and `N` share a full set of eigenvectors, the columns of `P`. If equal eigenvalues
of `M` imply equal eigenvalues of `N`, the Krylov space of `N` lies in that of `M`. -/
theorem krylov_le_of_common_eigenvectors {M N P : Matrix n n ℂ} {d e : n → ℂ}
    (hP : IsUnit P) (hM : M * P = P * diagonal d) (hN : N * P = P * diagonal e)
    (hde : ∀ i j, d i = d j → e i = e j) (v : n → ℂ) : krylov N v ≤ krylov M v := by
  -- Lagrange interpolation through the points `(d i, e i)`
  obtain ⟨p, hp⟩ : ∃ p : ℂ[X], ∀ i, p.eval (d i) = e i := by
    refine ⟨Lagrange.interpolate (Finset.univ.image d) id (Function.extend d e 0), fun i => ?_⟩
    have h1 := Lagrange.eval_interpolate_at_node (s := Finset.univ.image d) (v := id)
      (Function.extend d e 0) (Function.injective_id.injOn)
      (Finset.mem_image_of_mem d (Finset.mem_univ i))
    have hf : Function.FactorsThrough e d := fun i j hij => hde i j hij
    exact h1.trans (hf.extend_apply 0 i)
  -- hence `N` is a polynomial in `M`
  have hNp : N = aeval M p := by
    apply hP.mul_right_cancel
    rw [hN, aeval_mul_eigenvectors hM]
    simp only [hp]
  refine Submodule.span_le.2 ?_
  rintro _ ⟨k, rfl⟩
  show N ^ k *ᵥ v ∈ krylov M v
  rw [hNp, ← map_pow]
  exact aeval_mulVec_mem_krylov M v (p ^ k)

/-- A Hermitian matrix and its propagator have a common full set of eigenvectors, with the
energies and their phases as eigenvalues. -/
theorem exists_common_eigenvectors {A : Matrix n n ℂ} (hA : A.IsHermitian) (t : ℝ) :
    ∃ P : Matrix n n ℂ, IsUnit P ∧
      A * P = P * diagonal (fun i => (hA.eigenvalues i : ℂ)) ∧
      evolution A t * P = P * diagonal (fun i => phase t (hA.eigenvalues i)) := by
  obtain ⟨P, hdet, h⟩ : ∃ P : Matrix n n ℂ, IsUnit P.det ∧
      A * P = P * diagonal (fun i => (hA.eigenvalues i : ℂ)) := by
    refine ⟨hA.eigenvectorUnitary, Matrix.isUnit_det_of_right_inverse
      (Matrix.mem_unitaryGroup_iff.1 hA.eigenvectorUnitary.2), ?_⟩
    ext i j
    have h := congrFun (hA.mulVec_eigenvectorBasis j) i
    rw [Matrix.mul_diagonal]
    simpa [Matrix.mul_apply, Matrix.mulVec, dotProduct,
      Matrix.IsHermitian.eigenvectorUnitary_apply, mul_comm] using h
  have hP : IsUnit P := (Matrix.isUnit_iff_isUnit_det P).2 hdet
  refine ⟨P, hP, h, ?_⟩
  -- the exponential is taken in the eigenbasis
  have hc : (-(Complex.I * t)) • A =
      P * diagonal (fun i => -(Complex.I * t) * (hA.eigenvalues i : ℂ)) * P⁻¹ := by
    have h1 : P * diagonal (fun i => -(Complex.I * t) * (hA.eigenvalues i : ℂ)) =
        (-(Complex.I * t)) • (A * P) := by
      rw [h]
      ext i j
      simp only [Matrix.mul_diagonal, Matrix.smul_apply, smul_eq_mul]
      ring
    rw [h1, Matrix.smul_mul, Matrix.mul_assoc, Matrix.mul_nonsing_inv _ hdet, Matrix.mul_one]
  rw [evolution, hc, Matrix.exp_conj _ _ hP, Matrix.exp_diagonal, Matrix.mul_assoc,
    Matrix.nonsing_inv_mul _ hdet, Matrix.mul_one]
  congr 2
  funext i
  rw [phase, Complex.exp_eq_exp_ℂ]
  exact NormedSpace.map_exp (Pi.evalRingHom (fun _ : n => ℂ) i) (continuous_apply i) _

/-- For Hermitian `A`, the real-time and power Krylov spaces agree for every starting vector
exactly when different eigenvalues of `A` have different phases. -/
theorem krylov_evolution_eq_iff {A : Matrix n n ℂ} (hA : A.IsHermitian) (t : ℝ) :
    (∀ v, krylov (evolution A t) v = krylov A v) ↔
      ∀ i j, phase t (hA.eigenvalues i) = phase t (hA.eigenvalues j) →
        hA.eigenvalues i = hA.eigenvalues j := by
  obtain ⟨P, hP, hAP, hUP⟩ := exists_common_eigenvectors hA t
  constructor
  · intro hall i j hij
    -- `w` superposes the two eigenvectors that share a phase
    obtain ⟨w, hi, hj, hw⟩ : ∃ w : n → ℂ, w i = 1 ∧ w j = 1 ∧
        ∀ k, phase t (hA.eigenvalues k) * w k = phase t (hA.eigenvalues i) * w k := by
      refine ⟨fun k => if k = i ∨ k = j then 1 else 0, by simp, by simp, fun k => ?_⟩
      dsimp only
      split_ifs with h
      · rcases h with h | h
        · rw [h]
        · rw [h, hij]
      · simp
    have hU : evolution A t *ᵥ (P *ᵥ w) = phase t (hA.eigenvalues i) • (P *ᵥ w) := by
      rw [Matrix.mulVec_mulVec, hUP, ← Matrix.mulVec_mulVec, ← Matrix.mulVec_smul]
      congr 1
      funext k
      rw [Matrix.mulVec_diagonal, Pi.smul_apply, smul_eq_mul, hw]
    -- so the real-time Krylov space is at most a line
    have hline : krylov (evolution A t) (P *ᵥ w) ≤ Submodule.span ℂ {P *ᵥ w} := by
      refine Submodule.span_le.2 ?_
      rintro _ ⟨k, rfl⟩
      refine Submodule.mem_span_singleton.2 ⟨phase t (hA.eigenvalues i) ^ k, ?_⟩
      dsimp only
      induction k with
      | zero => simp
      | succ k ih =>
        rw [pow_succ' (evolution A t), ← Matrix.mulVec_mulVec, ← ih, Matrix.mulVec_smul, hU,
          smul_smul, ← pow_succ]
    have hmem : A *ᵥ (P *ᵥ w) ∈ krylov A (P *ᵥ w) :=
      Submodule.subset_span ⟨1, by simp⟩
    rw [← hall] at hmem
    obtain ⟨c, hc⟩ := Submodule.mem_span_singleton.1 (hline hmem)
    have hcw : c • w = diagonal (fun i => (hA.eigenvalues i : ℂ)) *ᵥ w := by
      apply Matrix.mulVec_injective_of_isUnit hP
      show P *ᵥ (c • w) = P *ᵥ (diagonal (fun i => (hA.eigenvalues i : ℂ)) *ᵥ w)
      rw [Matrix.mulVec_smul, hc, Matrix.mulVec_mulVec, hAP, Matrix.mulVec_mulVec]
    have h1 := congrFun hcw i
    have h2 := congrFun hcw j
    rw [Matrix.mulVec_diagonal, Pi.smul_apply, smul_eq_mul, hi, mul_one, mul_one] at h1
    rw [Matrix.mulVec_diagonal, Pi.smul_apply, smul_eq_mul, hj, mul_one, mul_one] at h2
    exact_mod_cast h1.symm.trans h2
  · intro hinj v
    apply le_antisymm
    · refine krylov_le_of_common_eigenvectors hP hAP hUP (fun i j h => ?_) v
      have h' : hA.eigenvalues i = hA.eigenvalues j := by exact_mod_cast h
      rw [h']
    · refine krylov_le_of_common_eigenvectors hP hUP hAP (fun i j h => ?_) v
      exact_mod_cast hinj i j h

/-- If all eigenvalues of the Hermitian matrix `A` lie in `[a, b]`, `t > 0` and
`t (b - a) < 2π`, then for every `v` the vectors `exp(-itA)^k v` and the vectors `A^k v`,
`k ≥ 0`, span the same space. -/
theorem krylov_evolution_eq {A : Matrix n n ℂ} (hA : A.IsHermitian) {a b t : ℝ}
    (hab : ∀ i, hA.eigenvalues i ∈ Set.Icc a b) (ht : 0 < t)
    (hwin : t * (b - a) < 2 * Real.pi) (v : n → ℂ) :
    krylov (evolution A t) v = krylov A v := by
  refine (krylov_evolution_eq_iff hA t).2 (fun i j hij => ?_) v
  -- equal phases: `t` times the energy difference is a multiple of `2π`
  obtain ⟨m, hm⟩ := Complex.exp_eq_exp_iff_exists_int.1 hij
  have him : -(t * hA.eigenvalues i) = -(t * hA.eigenvalues j) + m * (2 * Real.pi) := by
    simpa using congrArg Complex.im hm
  have h1 : t * (hA.eigenvalues j - hA.eigenvalues i) ≤ t * (b - a) :=
    mul_le_mul_of_nonneg_left (by linarith [(hab i).1, (hab j).2]) ht.le
  have h2 : t * (hA.eigenvalues i - hA.eigenvalues j) ≤ t * (b - a) :=
    mul_le_mul_of_nonneg_left (by linarith [(hab j).1, (hab i).2]) ht.le
  have hpi := Real.pi_pos
  -- the spectral window leaves only the multiple zero
  have hlt : (m : ℝ) < 1 := by
    by_contra hcon
    nlinarith [not_lt.1 hcon]
  have hgt : (-1 : ℝ) < m := by
    by_contra hcon
    nlinarith [not_lt.1 hcon]
  have hm0 : m = 0 := by
    have h3 : m < 1 := by exact_mod_cast hlt
    have h4 : -1 < m := by exact_mod_cast hgt
    omega
  rw [hm0, Int.cast_zero, zero_mul, add_zero] at him
  exact mul_left_cancel₀ ht.ne' (neg_injective him)

/-- If two eigenvalues of a Hermitian matrix satisfy `t (E - E') = 2π`, then for some starting
vector the real-time and power Krylov spaces differ. -/
theorem exists_krylov_ne_of_full_turn {A : Matrix n n ℂ} (hA : A.IsHermitian) {t : ℝ} {i j : n}
    (h : t * (hA.eigenvalues i - hA.eigenvalues j) = 2 * Real.pi) :
    ∃ v, krylov (evolution A t) v ≠ krylov A v := by
  by_contra hcon
  have hall : ∀ v, krylov (evolution A t) v = krylov A v := fun v => by
    by_contra hv
    exact hcon ⟨v, hv⟩
  have hphase : phase t (hA.eigenvalues i) = phase t (hA.eigenvalues j) := by
    refine Complex.exp_eq_exp_iff_exists_int.2 ⟨-1, ?_⟩
    have hC : (t : ℂ) * (hA.eigenvalues i - hA.eigenvalues j) = 2 * Real.pi := by
      exact_mod_cast h
    push_cast
    linear_combination (-Complex.I) * hC
  have heq := (krylov_evolution_eq_iff hA t).1 hall i j hphase
  rw [heq, sub_self, mul_zero] at h
  linarith [Real.pi_pos]

end

end RealTimeKrylov
```

```lean
#print axioms RealTimeKrylov.krylov_evolution_eq
-- 'RealTimeKrylov.krylov_evolution_eq' depends on axioms: [propext, Classical.choice, Quot.sound]
#print axioms RealTimeKrylov.exists_krylov_ne_of_full_turn
-- 'RealTimeKrylov.exists_krylov_ne_of_full_turn' depends on axioms: [propext, Classical.choice, Quot.sound]
```
